# Spreading a whole number of electrons fractionally over separated equivalent sites lowers a strictly convex energy and raises a strictly concave one

The sites are modelled as independent copies of one fragment, so the total energy is $\sum_i e(n_i)$, with a single function $e$ of the site's own occupation $n_i$. Coulomb interaction and hopping between sites are absent, as for fragments pulled far apart. Each site holds between zero and one electron, and all other degrees of freedom are absorbed into $e$.

The shape of $e$ is a hypothesis. For the exact ground-state energy, extended to fractional electron number by ensembles, $e$ is a straight line between 0 and 1. Strict convexity stands for an approximate method whose energy sags below the straight line between its own values at 0 and 1, as with many semilocal density functionals; strict concavity stands for one whose energy bulges above that line, as Hartree–Fock often does when the fractional electron is added to a fragment that already holds others. In that case $n_i$ counts only the electrons beyond that fixed number. For a lone electron Hartree–Fock has no self-repulsion and gives the straight line.

## Sites, energies and localised states

```lean
import Mathlib

open Finset

namespace FractionalOccupationError
```

The file loads Mathlib, makes finite-sum notation available and opens a namespace for its names.

```lean
/-- The total energy of well-separated equivalent sites with occupations `n i`,
each contributing the fragment energy `e (n i)`. -/
def totalEnergy {ι : Type*} [Fintype ι] (e : ℝ → ℝ) (n : ι → ℝ) : ℝ :=
  ∑ i, e (n i)
```

The finite type `ι` labels the sites; write $m$ for their number, `Fintype.card ι` in Lean. An occupation pattern is a function `n : ι → ℝ`, and `totalEnergy e n` is $\sum_i e(n_i)$. Although `e` is defined on all real numbers, the convexity hypotheses below concern only $[0,1]$.

```lean
/-- The localised configuration with one electron on each site of `S` and none elsewhere. -/
def localised {ι : Type*} [DecidableEq ι] (S : Finset ι) : ι → ℝ :=
  fun i => if i ∈ S then 1 else 0
```

For a set $S$ of filled sites, `localised S` has occupation 1 on $S$ and 0 elsewhere. It holds $N=|S|$ electrons, written `S.card`.

```lean
/-- A fragment energy quadratic in the occupation, with curvature `U`. -/
noncomputable def quadraticEnergy (a b U : ℝ) : ℝ → ℝ :=
  fun x => a + b * x + U / 2 * x ^ 2
```

This is the example $e(x)=a+bx+\tfrac U2x^2$. The constant $U$ is the curvature of the energy in the occupation; a positive $U$ represents a leftover repulsion of the electron with itself.

## The chord between empty and filled

```lean
/-- At fractional occupation a strictly convex fragment energy lies strictly below the
straight line joining the energies of the empty and the filled fragment. -/
theorem energy_lt_chord {e : ℝ → ℝ} (he : StrictConvexOn ℝ (Set.Icc 0 1) e)
    {x : ℝ} (h0 : 0 < x) (h1 : x < 1) : e x < x * e 1 + (1 - x) * e 0 := by
  have h := he.2 (show (0 : ℝ) ∈ Set.Icc (0 : ℝ) 1 by norm_num)
    (show (1 : ℝ) ∈ Set.Icc (0 : ℝ) 1 by norm_num) (by norm_num)
    (show 0 < 1 - x by linarith) h0 (by ring)
  simp only [smul_eq_mul, mul_zero, mul_one, zero_add] at h
  linarith
```

`StrictConvexOn ℝ (Set.Icc 0 1) e` says that $e$ is strictly convex on $[0,1]$. For $0<x<1$, write $x=(1-x)\cdot 0+x\cdot 1$. Both weights are positive and the end points differ, so strict convexity gives

$$e(x)<x\,e(1)+(1-x)\,e(0).$$

In the proof, `he.2` is this defining inequality, applied to the points 0 and 1; `linarith` finishes by linear arithmetic.

```lean
/-- When each site energy is interpolated linearly between empty and filled, the total
depends on the occupations only through the number of electrons. -/
theorem sum_chord {ι : Type*} [Fintype ι] (e : ℝ → ℝ) (n : ι → ℝ) :
    ∑ i, (n i * e 1 + (1 - n i) * e 0)
      = (∑ i, n i) * e 1 + ((Fintype.card ι : ℝ) - ∑ i, n i) * e 0 := by
  rw [Finset.sum_add_distrib, ← Finset.sum_mul, ← Finset.sum_mul, Finset.sum_sub_distrib]
  simp
```

Summing the chord values over all sites gives

$$\sum_i\bigl[n_ie(1)+(1-n_i)e(0)\bigr]=\Bigl(\sum_i n_i\Bigr)e(1)+\Bigl(m-\sum_i n_i\Bigr)e(0).$$

Only the total electron number survives. The proof splits the sum and takes out the constant factors.

```lean
/-- A localised configuration has energy `e 1` for each filled site and `e 0` for each
empty site. -/
theorem totalEnergy_localised {ι : Type*} [Fintype ι] [DecidableEq ι]
    (e : ℝ → ℝ) (S : Finset ι) :
    totalEnergy e (localised S)
      = (S.card : ℝ) * e 1 + ((Fintype.card ι : ℝ) - (S.card : ℝ)) * e 0 := by
  have h : ∀ i, e (localised S i) = e 0 + (if i ∈ S then e 1 - e 0 else 0) := by
    intro i
    by_cases hi : i ∈ S <;> simp [localised, hi]
  simp only [totalEnergy, h, Finset.sum_add_distrib, Finset.sum_ite_mem, Finset.univ_inter,
    Finset.sum_const, nsmul_eq_mul, Finset.card_univ]
  ring
```

A localised state has $N$ filled and $m-N$ empty sites, so its energy is $N e(1)+(m-N)e(0)$. Lean writes each site energy as $e(0)$, plus $e(1)-e(0)$ if the site is in $S$, and then sums. By the previous lemma, this equals the chord sum of any pattern with $N$ electrons.

## Comparison at fixed electron number

```lean
/-- For a strictly convex fragment energy, a distribution of electrons over the sites, with between
zero and one electron on each, lies below a localised configuration with the same number of
electrons exactly when some site is fractionally occupied. -/
theorem convex_lt_localised_iff {ι : Type*} [Fintype ι] [DecidableEq ι]
    {e : ℝ → ℝ} (he : StrictConvexOn ℝ (Set.Icc 0 1) e)
    {n : ι → ℝ} (hn : ∀ i, n i ∈ Set.Icc (0 : ℝ) 1)
    (S : Finset ι) (hN : ∑ i, n i = (S.card : ℝ)) :
    totalEnergy e n < totalEnergy e (localised S) ↔ ∃ i, n i ≠ 0 ∧ n i ≠ 1 := by
  -- replace the localised energy by the sum of the chord energies
  rw [totalEnergy_localised, ← hN, ← sum_chord e n]
  constructor
  · intro h
    by_contra hc
    have hint : ∀ i, n i = 0 ∨ n i = 1 := by
      intro i
      by_contra hi
      exact hc ⟨i, fun h0 => hi (Or.inl h0), fun h1 => hi (Or.inr h1)⟩
    -- with integer occupations every site lies on its chord
    apply h.ne
    unfold totalEnergy
    apply Finset.sum_congr rfl
    intro i _
    rcases hint i with h0 | h1
    · simp [h0]
    · simp [h1]
  · rintro ⟨j, hj0, hj1⟩
    have hstrict : ∀ i, n i ≠ 0 → n i ≠ 1 →
        e (n i) < n i * e 1 + (1 - n i) * e 0 := fun i h0 h1 =>
      energy_lt_chord he (lt_of_le_of_ne (hn i).1 (Ne.symm h0)) (lt_of_le_of_ne (hn i).2 h1)
    unfold totalEnergy
    -- no site lies above its chord, and site `j` lies strictly below
    apply Finset.sum_lt_sum
    · intro i _
      by_cases h0 : n i = 0
      · simp [h0]
      · by_cases h1 : n i = 1
        · simp [h1]
        · exact (hstrict i h0 h1).le
    · exact ⟨j, Finset.mem_univ j, hstrict j hj0 hj1⟩
```

The hypotheses are strict convexity, $0\le n_i\le1$ for every site, and $\sum_i n_i=|S|$. The conclusion is an equivalence: the pattern lies strictly below the localised state exactly when some $n_i$ is neither 0 nor 1.

By hand, replace the localised energy by the chord sum, as the first `rw` does. If every occupation is 0 or 1, each site lies on its chord and the two energies are equal, which rules out a strict inequality. This is the first half of the proof. Conversely, if site $j$ is fractional, then

$$e(n_i)\le n_ie(1)+(1-n_i)e(0)\quad\text{for all } i,$$

with strict inequality at $i=j$. Adding these gives the strict bound; `Finset.sum_lt_sum` is the rule that permits it.

The same addition has a weaker neighbour: if $e$ is convex but not strictly so, every site still satisfies $\le$, and the total energy is at most the localised one.

```lean
/-- For a strictly concave fragment energy, a distribution of electrons over the sites, with between
zero and one electron on each, lies above a localised configuration with the same number of
electrons exactly when some site is fractionally occupied. -/
theorem localised_lt_concave_iff {ι : Type*} [Fintype ι] [DecidableEq ι]
    {e : ℝ → ℝ} (he : StrictConcaveOn ℝ (Set.Icc 0 1) e)
    {n : ι → ℝ} (hn : ∀ i, n i ∈ Set.Icc (0 : ℝ) 1)
    (S : Finset ι) (hN : ∑ i, n i = (S.card : ℝ)) :
    totalEnergy e (localised S) < totalEnergy e n ↔ ∃ i, n i ≠ 0 ∧ n i ≠ 1 := by
  -- reversing the sign of the energy turns concave into convex
  have hneg : ∀ k : ι → ℝ, totalEnergy (-e) k = -totalEnergy e k := by
    intro k
    simp [totalEnergy]
  have h := convex_lt_localised_iff he.neg hn S hN
  rw [hneg, hneg, neg_lt_neg_iff] at h
  exact h
```

For strictly concave $e$, the function $-e$ is strictly convex, which is `he.neg`. The total energy changes sign with $e$, so the previous theorem applied to $-e$ gives the reversed inequality, under the same condition on the occupations.

## One electron on $m$ sites

```lean
/-- One electron spread over `m` sites with some fractional occupation has energy below
`e 1 + (m - 1) * e 0` if the fragment energy is strictly convex, and above it if the
fragment energy is strictly concave. -/
theorem one_electron_delocalisation {ι : Type*} [Fintype ι] (e : ℝ → ℝ)
    {n : ι → ℝ} (hn : ∀ i, n i ∈ Set.Icc (0 : ℝ) 1) (hN : ∑ i, n i = 1)
    (hfrac : ∃ i, n i ≠ 0 ∧ n i ≠ 1) :
    (StrictConvexOn ℝ (Set.Icc 0 1) e →
      ∑ i, e (n i) < e 1 + ((Fintype.card ι : ℝ) - 1) * e 0) ∧
    (StrictConcaveOn ℝ (Set.Icc 0 1) e →
      e 1 + ((Fintype.card ι : ℝ) - 1) * e 0 < ∑ i, e (n i)) := by
  classical
  obtain ⟨j, hj⟩ := hfrac
  have hS : ∑ i, n i = ((({j} : Finset ι).card : ℕ) : ℝ) := by
    rw [hN, Finset.card_singleton, Nat.cast_one]
  -- the reference state has the electron on the single site `j`
  have hloc : totalEnergy e (localised ({j} : Finset ι))
      = e 1 + ((Fintype.card ι : ℝ) - 1) * e 0 := by
    rw [totalEnergy_localised, Finset.card_singleton, Nat.cast_one, one_mul]
  constructor
  · intro he
    rw [← hloc]
    exact (convex_lt_localised_iff he hn {j} hS).2 ⟨j, hj⟩
  · intro he
    rw [← hloc]
    exact (localised_lt_concave_iff he hn {j} hS).2 ⟨j, hj⟩
```

Now $\sum_i n_i=1$, every occupation lies between 0 and 1, and at least one is fractional. The two parts of the conclusion, joined by `∧`, are

$$\sum_i e(n_i)<e(1)+(m-1)e(0)\quad\text{if } e \text{ is strictly convex},$$

$$\sum_i e(n_i)>e(1)+(m-1)e(0)\quad\text{if } e \text{ is strictly concave}.$$

The proof takes a fractional site $j$ and compares with the state $S=\{j\}$, in which the whole electron sits there. Any other site would give the same reference energy, because the sites are equivalent.

The smallest case is $m=2$, since a single site must hold the whole electron. With half an electron on each site, the convex statement reads $2e(\tfrac12)<e(1)+e(0)$. This is the pattern of a stretched one-electron bond such as $\mathrm{H_2^+}$: within this model of non-interacting fragments, a strictly convex approximate functional places the delocalised state below the localised one, whereas the exact energies of the two are equal. Along a reaction path, an error of this kind can lower a barrier whose saddle point shares an electron between fragments, though the bonding there lies beyond the model.

## The size of the error for a quadratic energy

```lean
/-- For a quadratic fragment energy of curvature `U`, the energy relative to a localised
configuration with the same number of electrons is `-(U / 2) * ∑ i, n i * (1 - n i)`. -/
theorem quadratic_delocalisation_error {ι : Type*} [Fintype ι] [DecidableEq ι]
    (a b U : ℝ) (n : ι → ℝ) (S : Finset ι) (hN : ∑ i, n i = (S.card : ℝ)) :
    totalEnergy (quadraticEnergy a b U) n - totalEnergy (quadraticEnergy a b U) (localised S)
      = -(U / 2) * ∑ i, n i * (1 - n i) := by
  rw [totalEnergy_localised, ← hN, ← sum_chord (quadraticEnergy a b U) n]
  unfold totalEnergy
  -- compare each site with its chord
  rw [← Finset.sum_sub_distrib, Finset.mul_sum]
  apply Finset.sum_congr rfl
  intro i _
  simp only [quadraticEnergy]
  ring

end FractionalOccupationError
```

For the quadratic energy the chord is $a+bx+\tfrac U2x$, so each site differs from it by

$$\tfrac U2(x^2-x)=-\tfrac U2\,x(1-x).$$

Summing over sites gives

$$\sum_i e(n_i)-E_{\text{loc}}=-\frac U2\sum_i n_i(1-n_i),$$

where $E_{\text{loc}}$ is the energy of `localised S`. Lean subtracts the two sums site by site and leaves the algebra to `ring`. Neither the sign of $U$ nor the range of the $n_i$ is restricted, since this is an identity; only the electron number must match. For one electron shared equally by two sites, the difference is $-U/4$.

```lean
#print axioms FractionalOccupationError.one_electron_delocalisation
-- 'FractionalOccupationError.one_electron_delocalisation' depends on axioms: [propext, Classical.choice, Quot.sound]
#print axioms FractionalOccupationError.quadratic_delocalisation_error
-- 'FractionalOccupationError.quadratic_delocalisation_error' depends on axioms: [propext, Classical.choice, Quot.sound]
```
